# The variance of an observable as a sum over pairs of eigenvalues

For a quantum system with a finite-dimensional state space, repeated measurements of an observable $A$ on identically prepared copies of a normalised state $\psi$ return eigenvalues of $A$ with probabilities fixed by $\psi$, and the variance $\langle A^2\rangle-\langle A\rangle^2$ measures their scatter. The same scatter can be gauged without reference to the mean, by comparing the outcomes of two independent runs, and the question is how the two measures are related.

In Lean 4 with Mathlib:

```lean
import Mathlib

open scoped InnerProductSpace Matrix ComplexConjugate

namespace VariancePairFormula

noncomputable section

variable {𝕜 E ι : Type*} [RCLike 𝕜] [NormedAddCommGroup E] [InnerProductSpace 𝕜 E] [Fintype ι]

/-- The expectation value `⟨A⟩ = Re ⟨ψ, A ψ⟩` of an operator `A` in the state `ψ`. -/
def expectation (A : E →ₗ[𝕜] E) (ψ : E) : ℝ := RCLike.re ⟪ψ, A ψ⟫_𝕜

/-- The variance `⟨A²⟩ - ⟨A⟩²` of an operator `A` in the state `ψ`. -/
def variance (A : E →ₗ[𝕜] E) (ψ : E) : ℝ :=
  expectation (A ∘ₗ A) ψ - expectation A ψ ^ 2

/-- The weight `p_i = |⟨b_i, ψ⟩|²` of the basis vector `b_i` in the state `ψ`. -/
def weight (b : OrthonormalBasis ι 𝕜 E) (ψ : E) (i : ι) : ℝ := ‖⟪b i, ψ⟫_𝕜‖ ^ 2

/-- A square matrix acting on Euclidean space by matrix-vector multiplication. -/
def matrixOp {n : Type*} [Fintype n] (A : Matrix n n 𝕜) :
    EuclideanSpace 𝕜 n →ₗ[𝕜] EuclideanSpace 𝕜 n where
  toFun x := WithLp.toLp 2 (A *ᵥ x.ofLp)
  map_add' x y := by ext i; simp [Matrix.mulVec_add]
  map_smul' c x := by ext i; simp [Matrix.mulVec_smul]

/-- If `b` is an orthonormal eigenbasis of `A` with real eigenvalues `a_i`, then
`⟨ψ, A ψ⟩` is the real number `∑ p_i a_i`. -/
theorem inner_apply_eq_sum (b : OrthonormalBasis ι 𝕜 E) (A : E →ₗ[𝕜] E) (a : ι → ℝ)
    (hA : ∀ i, A (b i) = (a i : 𝕜) • b i) (ψ : E) :
    ⟪ψ, A ψ⟫_𝕜 = ((∑ i, weight b ψ i * a i : ℝ) : 𝕜) := by
  -- expand ψ in the eigenbasis and let A act term by term
  have h : A ψ = ∑ i, ⟪b i, ψ⟫_𝕜 • ((a i : 𝕜) • b i) := by
    calc A ψ = A (∑ i, ⟪b i, ψ⟫_𝕜 • b i) := congrArg A (b.sum_repr' ψ).symm
      _ = ∑ i, ⟪b i, ψ⟫_𝕜 • ((a i : 𝕜) • b i) := by
        rw [map_sum]
        refine Finset.sum_congr rfl fun i _ => ?_
        rw [map_smul, hA i]
  rw [h, inner_sum, RCLike.ofReal_sum]
  refine Finset.sum_congr rfl fun i _ => ?_
  -- amplitude times conjugate amplitude is the weight
  have h1 : ⟪ψ, b i⟫_𝕜 = conj ⟪b i, ψ⟫_𝕜 := (inner_conj_symm ψ (b i)).symm
  have h2 := RCLike.mul_conj ⟪b i, ψ⟫_𝕜
  simp only [inner_smul_right, weight, h1]
  push_cast
  linear_combination (a i : 𝕜) * h2

/-- In an orthonormal eigenbasis with real eigenvalues `a_i`, `⟨A⟩ = ∑ p_i a_i`. -/
theorem expectation_eq_sum (b : OrthonormalBasis ι 𝕜 E) (A : E →ₗ[𝕜] E) (a : ι → ℝ)
    (hA : ∀ i, A (b i) = (a i : 𝕜) • b i) (ψ : E) :
    expectation A ψ = ∑ i, weight b ψ i * a i := by
  unfold expectation
  rw [inner_apply_eq_sum b A a hA ψ, RCLike.ofReal_re]

/-- The weights of `ψ` in an orthonormal basis add up to `‖ψ‖²`. -/
theorem sum_weight (b : OrthonormalBasis ι 𝕜 E) (ψ : E) :
    ∑ i, weight b ψ i = ‖ψ‖ ^ 2 := by
  -- the identity operator has eigenvalue 1 on every basis vector
  have h := expectation_eq_sum b LinearMap.id (fun _ => 1) (fun i => by simp) ψ
  simp only [expectation, LinearMap.id_apply, mul_one] at h
  rw [← h]
  exact inner_self_eq_norm_sq (𝕜 := 𝕜) ψ

/-- In an orthonormal eigenbasis with real eigenvalues `a_i`, `⟨A²⟩ = ∑ p_i a_i²`. -/
theorem second_moment_eq_sum (b : OrthonormalBasis ι 𝕜 E) (A : E →ₗ[𝕜] E) (a : ι → ℝ)
    (hA : ∀ i, A (b i) = (a i : 𝕜) • b i) (ψ : E) :
    expectation (A ∘ₗ A) ψ = ∑ i, weight b ψ i * a i ^ 2 := by
  have h : ∀ i, (A ∘ₗ A) (b i) = ((a i ^ 2 : ℝ) : 𝕜) • b i := by
    intro i
    rw [LinearMap.comp_apply, hA i, map_smul, hA i, smul_smul, RCLike.ofReal_pow, sq]
  exact expectation_eq_sum b (A ∘ₗ A) (fun i => a i ^ 2) h ψ

/-- For real weights `p_i` and values `a_i`, the pair sum `∑_{i,j} p_i p_j (a_i - a_j)²`
equals `2 [(∑ p_i)(∑ p_i a_i²) - (∑ p_i a_i)²]`. -/
theorem pair_sum (p a : ι → ℝ) :
    ∑ i, ∑ j, p i * p j * (a i - a j) ^ 2
      = 2 * ((∑ i, p i) * (∑ i, p i * a i ^ 2) - (∑ i, p i * a i) ^ 2) := by
  have h : ∀ i j, p i * p j * (a i - a j) ^ 2
      = (p i * a i ^ 2) * p j + p i * (p j * a j ^ 2) - 2 * ((p i * a i) * (p j * a j)) := by
    intro i j
    ring
  simp only [h, Finset.sum_sub_distrib, Finset.sum_add_distrib, ← Finset.mul_sum,
    ← Finset.sum_mul]
  ring

/-- If `b` is an orthonormal eigenbasis of `A` with real eigenvalues `a_i` and `ψ` is a unit
vector, the variance of `A` in `ψ` is `½ ∑_{i,j} p_i p_j (a_i - a_j)²`. -/
theorem variance_eq_half_pair_sum (b : OrthonormalBasis ι 𝕜 E) (A : E →ₗ[𝕜] E) (a : ι → ℝ)
    (hA : ∀ i, A (b i) = (a i : 𝕜) • b i) (ψ : E) (hψ : ‖ψ‖ = 1) :
    variance A ψ = 1 / 2 * ∑ i, ∑ j, weight b ψ i * weight b ψ j * (a i - a j) ^ 2 := by
  unfold variance
  rw [second_moment_eq_sum b A a hA ψ, expectation_eq_sum b A a hA ψ,
    pair_sum (weight b ψ) a, sum_weight b ψ, hψ]
  ring

/-- For a Hermitian matrix `A` and a unit vector `ψ`, the variance of `A` in `ψ` is
`½ ∑_{i,j} p_i p_j (a_i - a_j)²`, with the eigenvalues `a_i` and the weights `p_i` taken in the
eigenbasis given by the spectral theorem. -/
theorem variance_hermitian_matrix {n : Type*} [Fintype n] [DecidableEq n]
    (A : Matrix n n 𝕜) (hA : A.IsHermitian) (ψ : EuclideanSpace 𝕜 n) (hψ : ‖ψ‖ = 1) :
    variance (matrixOp A) ψ
      = 1 / 2 * ∑ i, ∑ j, weight hA.eigenvectorBasis ψ i * weight hA.eigenvectorBasis ψ j
          * (hA.eigenvalues i - hA.eigenvalues j) ^ 2 := by
  refine variance_eq_half_pair_sum hA.eigenvectorBasis (matrixOp A) hA.eigenvalues
    (fun i => ?_) ψ hψ
  have h : A *ᵥ (hA.eigenvectorBasis i).ofLp
      = hA.eigenvalues i • (hA.eigenvectorBasis i).ofLp := hA.mulVec_eigenvectorBasis i
  show WithLp.toLp 2 (A *ᵥ (hA.eigenvectorBasis i).ofLp) = _
  rw [h]
  ext k
  simp [RCLike.real_smul_eq_coe_mul]

/-- The variance of `A` in a unit vector `ψ` vanishes exactly when any two eigenbasis vectors
with nonzero overlap with `ψ` have the same eigenvalue. -/
theorem variance_eq_zero_iff (b : OrthonormalBasis ι 𝕜 E) (A : E →ₗ[𝕜] E) (a : ι → ℝ)
    (hA : ∀ i, A (b i) = (a i : 𝕜) • b i) (ψ : E) (hψ : ‖ψ‖ = 1) :
    variance A ψ = 0 ↔ ∀ i j, ⟪b i, ψ⟫_𝕜 ≠ 0 → ⟪b j, ψ⟫_𝕜 ≠ 0 → a i = a j := by
  rw [variance_eq_half_pair_sum b A a hA ψ hψ]
  have hnn : ∀ i j, 0 ≤ weight b ψ i * weight b ψ j * (a i - a j) ^ 2 := by
    intro i j
    unfold weight
    positivity
  constructor
  · intro h i j hi hj
    -- a vanishing sum of nonnegative terms vanishes term by term
    have h0 : ∑ i, ∑ j, weight b ψ i * weight b ψ j * (a i - a j) ^ 2 = 0 := by linarith
    have h1 : ∑ j, weight b ψ i * weight b ψ j * (a i - a j) ^ 2 = 0 :=
      (Finset.sum_eq_zero_iff_of_nonneg
        (fun i _ => Finset.sum_nonneg fun j _ => hnn i j)).1 h0 i (Finset.mem_univ _)
    have h2 : weight b ψ i * weight b ψ j * (a i - a j) ^ 2 = 0 :=
      (Finset.sum_eq_zero_iff_of_nonneg (fun j _ => hnn i j)).1 h1 j (Finset.mem_univ _)
    have wi : weight b ψ i ≠ 0 := pow_ne_zero 2 (norm_ne_zero_iff.2 hi)
    have wj : weight b ψ j ≠ 0 := pow_ne_zero 2 (norm_ne_zero_iff.2 hj)
    rcases mul_eq_zero.1 h2 with h3 | h3
    · exact absurd h3 (mul_ne_zero wi wj)
    · exact sub_eq_zero.1 ((pow_eq_zero_iff two_ne_zero).1 h3)
  · intro h
    have h0 : ∑ i, ∑ j, weight b ψ i * weight b ψ j * (a i - a j) ^ 2 = 0 := by
      refine Finset.sum_eq_zero fun i _ => Finset.sum_eq_zero fun j _ => ?_
      by_cases hi : ⟪b i, ψ⟫_𝕜 = 0
      · simp [weight, hi]
      by_cases hj : ⟪b j, ψ⟫_𝕜 = 0
      · simp [weight, hj]
      rw [h i j hi hj]
      ring
    rw [h0, mul_zero]

/-- For weights adding up to one, the sum of `p_i p_j c` over all pairs with the diagonal
pairs removed is `c (1 - ∑ p_i²)`. -/
theorem offdiagonal_sum [DecidableEq ι] (p : ι → ℝ) (hp : ∑ i, p i = 1) (c : ℝ) :
    ∑ i, ∑ j, (p i * p j * c - if i = j then p i * p j * c else 0)
      = c * (1 - ∑ i, p i ^ 2) := by
  have h1 : ∑ i, ∑ j, p i * p j * c = c := by
    simp only [← Finset.sum_mul, ← Finset.mul_sum, hp, mul_one, one_mul]
  have h2 : ∑ i, p i * p i * c = c * ∑ i, p i ^ 2 := by
    rw [Finset.mul_sum]
    exact Finset.sum_congr rfl fun i _ => by ring
  simp only [Finset.sum_sub_distrib, Finset.sum_ite_eq, Finset.mem_univ, if_true]
  rw [h1, h2]
  ring

/-- If the eigenvalues of distinct eigenbasis vectors differ by at most `D`, the variance in a
unit vector is at most `½ D² (1 - ∑ p_i²)`. -/
theorem variance_le_of_spread (b : OrthonormalBasis ι 𝕜 E) (A : E →ₗ[𝕜] E) (a : ι → ℝ)
    (hA : ∀ i, A (b i) = (a i : 𝕜) • b i) (ψ : E) (hψ : ‖ψ‖ = 1) (D : ℝ)
    (hD : ∀ i j, i ≠ j → |a i - a j| ≤ D) :
    variance A ψ ≤ 1 / 2 * (D ^ 2 * (1 - ∑ i, weight b ψ i ^ 2)) := by
  classical
  have hp : ∑ i, weight b ψ i = 1 := by rw [sum_weight b ψ, hψ, one_pow]
  rw [variance_eq_half_pair_sum b A a hA ψ hψ, ← offdiagonal_sum (weight b ψ) hp (D ^ 2)]
  refine mul_le_mul_of_nonneg_left
    (Finset.sum_le_sum fun i _ => Finset.sum_le_sum fun j _ => ?_) (by norm_num)
  -- diagonal pairs contribute nothing; the others are bounded by D²
  by_cases hij : i = j
  · subst hij
    simp
  · rw [if_neg hij, sub_zero]
    have hw : 0 ≤ weight b ψ i * weight b ψ j := by
      unfold weight
      positivity
    have hsq : (a i - a j) ^ 2 ≤ D ^ 2 := by
      rw [← sq_abs (a i - a j)]
      exact pow_le_pow_left₀ (abs_nonneg _) (hD i j hij) 2
    exact mul_le_mul_of_nonneg_left hsq hw

/-- If the eigenvalues of distinct eigenbasis vectors differ by at least `δ ≥ 0`, the variance
in a unit vector is at least `½ δ² (1 - ∑ p_i²)`. -/
theorem le_variance_of_gap (b : OrthonormalBasis ι 𝕜 E) (A : E →ₗ[𝕜] E) (a : ι → ℝ)
    (hA : ∀ i, A (b i) = (a i : 𝕜) • b i) (ψ : E) (hψ : ‖ψ‖ = 1) (δ : ℝ) (hδ : 0 ≤ δ)
    (hgap : ∀ i j, i ≠ j → δ ≤ |a i - a j|) :
    1 / 2 * (δ ^ 2 * (1 - ∑ i, weight b ψ i ^ 2)) ≤ variance A ψ := by
  classical
  have hp : ∑ i, weight b ψ i = 1 := by rw [sum_weight b ψ, hψ, one_pow]
  rw [variance_eq_half_pair_sum b A a hA ψ hψ, ← offdiagonal_sum (weight b ψ) hp (δ ^ 2)]
  refine mul_le_mul_of_nonneg_left
    (Finset.sum_le_sum fun i _ => Finset.sum_le_sum fun j _ => ?_) (by norm_num)
  by_cases hij : i = j
  · subst hij
    simp
  · rw [if_neg hij, sub_zero]
    have hw : 0 ≤ weight b ψ i * weight b ψ j := by
      unfold weight
      positivity
    have hsq : δ ^ 2 ≤ (a i - a j) ^ 2 := by
      rw [← sq_abs (a i - a j)]
      exact pow_le_pow_left₀ hδ (hgap i j hij) 2
    exact mul_le_mul_of_nonneg_left hsq hw

/-- The Pauli matrix `σ_z`. -/
def pauliZ : Matrix (Fin 2) (Fin 2) ℂ := !![1, 0; 0, -1]

/-- The two-component state `(3/5, 4/5)`. -/
def spinState : EuclideanSpace ℂ (Fin 2) := WithLp.toLp 2 ![3 / 5, 4 / 5]

/-- The standard basis of `ℂ²` is an eigenbasis of `σ_z` with eigenvalues `1` and `-1`, the
state `(3/5, 4/5)` has norm one, and the variance of `σ_z` in it is `576/625`. -/
theorem eigenbasis_witness :
    (∀ i, matrixOp pauliZ (EuclideanSpace.basisFun (Fin 2) ℂ i)
        = (((![1, -1] : Fin 2 → ℝ) i : ℝ) : ℂ) • EuclideanSpace.basisFun (Fin 2) ℂ i)
      ∧ ‖spinState‖ = 1 ∧ variance (matrixOp pauliZ) spinState = 576 / 625 := by
  have hop : ∀ x : EuclideanSpace ℂ (Fin 2),
      matrixOp pauliZ x = WithLp.toLp 2 ![x 0, -(x 1)] := by
    intro x
    ext k
    fin_cases k <;> simp [matrixOp, pauliZ, dotProduct, Fin.sum_univ_two]
  refine ⟨fun i => ?_, ?_, ?_⟩
  · rw [hop]
    ext k
    fin_cases i <;> fin_cases k <;> simp
  · rw [EuclideanSpace.norm_eq, Real.sqrt_eq_one, Fin.sum_univ_two]
    simp [spinState]
    norm_num
  · have h4 : (starRingEnd ℂ) 4 = 4 := map_ofNat (starRingEnd ℂ) 4
    have h5 : (starRingEnd ℂ) 5 = 5 := map_ofNat (starRingEnd ℂ) 5
    simp only [variance, expectation, LinearMap.comp_apply, hop, PiLp.inner_apply,
      Fin.sum_univ_two]
    simp [spinState, h4, h5]
    norm_num [h4, h5]

end

end VariancePairFormula
```

```lean
#print axioms VariancePairFormula.variance_eq_half_pair_sum
-- 'VariancePairFormula.variance_eq_half_pair_sum' depends on axioms: [propext, Classical.choice, Quot.sound]
#print axioms VariancePairFormula.variance_eq_zero_iff
-- 'VariancePairFormula.variance_eq_zero_iff' depends on axioms: [propext, Classical.choice, Quot.sound]
#print axioms VariancePairFormula.variance_le_of_spread
-- 'VariancePairFormula.variance_le_of_spread' depends on axioms: [propext, Classical.choice, Quot.sound]
#print axioms VariancePairFormula.le_variance_of_gap
-- 'VariancePairFormula.le_variance_of_gap' depends on axioms: [propext, Classical.choice, Quot.sound]
```

## What the statements say

The scalars `𝕜` are $\mathbb R$ or $\mathbb C$, `E` is an inner-product space, `A` is a linear map on it, and `b` is an orthonormal basis with finite index set `ι`, so `E` is finite-dimensional. The inner product is conjugate-linear in its first slot, as in Dirac notation. The definitions are

$$\langle A\rangle=\operatorname{Re}\langle\psi,A\psi\rangle,\qquad \operatorname{Var}A=\langle A^2\rangle-\langle A\rangle^2,\qquad p_i=|\langle b_i,\psi\rangle|^2,$$

named `expectation`, `variance` and `weight`, with $A^2$ written `A ∘ₗ A`. The hypothesis `hA` reads $Ab_i=a_ib_i$ with real $a_i$, repeated values allowed, and `hψ` reads $\|\psi\|=1$. Under these, `variance_eq_half_pair_sum` states

$$\operatorname{Var}A=\tfrac12\sum_i\sum_j p_ip_j\,(a_i-a_j)^2 .$$

Here the eigenbasis is assumed and Hermiticity does not appear as a hypothesis. In `variance_hermitian_matrix` the eigenbasis is derived instead: for a matrix with `A.IsHermitian`, acting on column vectors through `matrixOp`, the formula holds with the basis `hA.eigenvectorBasis` and the values `hA.eigenvalues` that Mathlib's spectral theorem supplies.

Three consequences follow under `hA` and `hψ`. By `variance_eq_zero_iff`, the variance vanishes exactly when any two basis vectors with nonzero overlap with $\psi$ have the same eigenvalue. By `variance_le_of_spread`, if $|a_i-a_j|\le D$ for all $i\ne j$, then $\operatorname{Var}A\le\tfrac12D^2(1-\sum_ip_i^2)$. By `le_variance_of_gap`, if $0\le\delta\le|a_i-a_j|$ for all $i\neq j$, then $\operatorname{Var}A\ge\tfrac12\delta^2(1-\sum_ip_i^2)$. Density matrices, continuous spectra and unbounded operators are not covered.

## The physics

With $p_i$ read as Born probabilities for a measurement that resolves the basis vectors $b_i$ (for a degenerate level, the probability of the eigenvalue itself is the sum of the $p_i$ belonging to it), $p_ip_j$ is the probability that two independent runs give outcomes $i$ and $j$, so the variance is half the mean squared difference between the two runs, and $1-\sum_ip_i^2$ is the probability that they land on different basis vectors. For a Hamiltonian matrix in a finite orthonormal basis, the bounds relate the variance of that matrix in a trial vector to how widely the vector spreads over the eigenvectors of the matrix. The energy variance under the full Hamiltonian $H$ contains a further term, the squared norm of the part of $H\psi$ that lies outside the span of the basis. The gap condition concerns all pairs of distinct indices, so a single degenerate level forces $\delta=0$ and reduces the lower bound to $\operatorname{Var}A\ge0$. That zero variance means $\psi$ is itself an eigenvector follows easily by hand, but no theorem in the file states it.

Normalisation is needed: for $\psi=2b_1$ with $a_1=1$, the definition gives $4-16=-12$ while the pair sum is $0$. The sign of $\delta$ is needed too: with two equal eigenvalues, $p_1=p_2=\tfrac12$ and $\delta=-1$, the gap condition holds and the bound would read $0\ge\tfrac14$.

## Why it is true

Write $c_i=\langle b_i,\psi\rangle$, so that $\psi=\sum_ic_ib_i$ and $A\psi=\sum_ic_ia_ib_i$. Since $\langle\psi,b_i\rangle=\overline{c_i}$,

$$\langle\psi,A\psi\rangle=\sum_i c_ia_i\overline{c_i}=\sum_ip_ia_i .$$

This is `inner_apply_eq_sum`: `b.sum_repr'` is the expansion of $\psi$, `map_sum` and `map_smul` let $A$ act term by term, and `RCLike.mul_conj` turns $c_i\overline{c_i}$ into $p_i$. The right side is real, so taking the real part in `expectation_eq_sum` discards nothing.

The same formula is used twice more. The identity has eigenvalue $1$ on every $b_i$, which gives $\sum_ip_i=\|\psi\|^2$ (`sum_weight`). Applying $A$ twice gives $A^2b_i=a_i^2b_i$, hence $\langle A^2\rangle=\sum_ip_ia_i^2$ (`second_moment_eq_sum`).

The remaining step is algebra on real numbers. Expanding the square,

$$p_ip_j(a_i-a_j)^2=(p_ia_i^2)\,p_j+p_i\,(p_ja_j^2)-2\,(p_ia_i)(p_ja_j),$$

and each term factorises under the double sum:

$$\sum_{i,j}p_ip_j(a_i-a_j)^2=2\Big[\Big(\sum_ip_i\Big)\Big(\sum_ip_ia_i^2\Big)-\Big(\sum_ip_ia_i\Big)^2\Big].$$

In `pair_sum` the expansion is the local fact `h`, and the `simp only` call with `Finset.mul_sum` and `Finset.sum_mul` is the factorisation. With $\sum_ip_i=1$ the bracket is $\langle A^2\rangle-\langle A\rangle^2$; `variance_eq_half_pair_sum` makes these substitutions and closes by `ring`. The matrix version only has to verify the eigenvalue equation, which is `hA.mulVec_eigenvectorBasis`.

For the vanishing criterion, every term of the pair sum is nonnegative (`hnn`), so a zero sum forces each term to be zero, by `Finset.sum_eq_zero_iff_of_nonneg` applied to the outer and then the inner sum. If $p_i$ and $p_j$ are both nonzero, the factor $(a_i-a_j)^2$ must vanish. Conversely, each term has a zero weight or a zero difference.

For the bounds, the diagonal terms of the pair sum are zero, and for any constant $c$

$$\sum_{i\ne j}p_ip_j\,c=c\Big(\sum_ip_i\Big)^2-c\sum_ip_i^2=c\Big(1-\sum_ip_i^2\Big),$$

which is `offdiagonal_sum`, written there as the full sum with the diagonal subtracted. Taking $c=D^2$ or $c=\delta^2$, both proofs compare the two double sums term by term with `Finset.sum_le_sum`. For $i=j$ both sides are zero; for $i\ne j$, `hsq` squares the inequality on $|a_i-a_j|$ and the nonnegative factor $p_ip_j$ preserves it.

## A spin example

The theorem `eigenbasis_witness` shows that the standard basis of $\mathbb C^2$ diagonalises $\sigma_z$ with eigenvalues $1$ and $-1$, that $\psi=(3/5,4/5)$ has norm one, and that the variance is $576/625$, computed directly from the definition. By hand, $p_1=9/25$ and $p_2=16/25$ give $\langle\sigma_z\rangle=-7/25$ and $1-49/625=576/625$, while the two off-diagonal pairs give $\tfrac12\cdot2\cdot\tfrac{144}{625}\cdot4$, the same number.
